# A real matrix that commutes with every rotation of three or more orbitals is a multiple of the identity

A: Take $n\ge 3$ orbitals and let $E_{pq}$ be the matrix with a one in row $p$, column $q$, and zeros elsewhere. A real $n\times n$ matrix $M$ commutes with every generator $G_{pq}=E_{pq}-E_{qp}$ exactly when $M=c\,\mathbb 1$ for some real $c$. Commuting with every rotation in $SO(n)$ gives the same answer. For $n=2$ this fails: the matrix $J$ with rows $(0,-1)$ and $(1,0)$ commutes with all antisymmetric matrices and is not scalar.

Q: Where are the orbitals in the Lean version? I see only a type called `n`.

A: The elements of `n` are the orbital labels, and the number of orbitals is `Fintype.card n`. No ordering is needed.

```lean
import Mathlib

open Matrix

namespace OrbitalRotationCommutant

variable {n : Type*} [Fintype n] [DecidableEq n]
```

The generator is written as it would be by hand, and $G_{pp}=0$ is allowed.

```lean
/-- The generator `E_pq - E_qp` of real rotations mixing the orbitals `p` and `q`. -/
def rotGen (p q : n) : Matrix n n ℝ :=
  Matrix.single p q 1 - Matrix.single q p 1
```

For the group we also need actual rotations. When $p\ne q$, $G_{pq}^2$ is $-1$ on the plane of $p$ and $q$ and zero on the other orbitals. So $\mathbb 1+G_{pq}+G_{pq}^2$ acts as $G_{pq}$ on that plane and as the identity elsewhere: a turn by 90 degrees.

```lean
/-- The matrix `1 + G + G²` built from the generator `G = E_pq - E_qp`. -/
def quarterTurn (p q : n) : Matrix n n ℝ :=
  1 + rotGen p q + rotGen p q * rotGen p q
```

The two-orbital exception gets its own name.

```lean
/-- The antisymmetric 2 by 2 matrix with rows `(0, -1)` and `(1, 0)`. -/
def J : Matrix (Fin 2) (Fin 2) ℝ := !![0, -1; 1, 0]
```

Q: Before any more code, show me why three orbitals force $M$ to be scalar.

A: Compare entries. With Kronecker deltas,
$$(MG_{pq})_{ij}=M_{ip}\delta_{qj}-M_{iq}\delta_{pj},\qquad (G_{pq}M)_{ij}=\delta_{pi}M_{qj}-\delta_{qi}M_{pj}.$$
Let $i\ne p$ and choose a third orbital $q$, different from both. At entry $(i,q)$ the left product is $M_{ip}$ and the right one is zero, so $M_{ip}=0$. Now take any $p\ne q$ and look at entry $(p,q)$: the left product is $M_{pp}$, the right one $M_{qq}$. All off-diagonal entries vanish and all diagonal entries agree, so $M=c\,\mathbb 1$. The converse is immediate.

The proof in Lean starts from the same delta formula for the generator.

```lean
omit [Fintype n] in
/-- The entries of a rotation generator, written with Kronecker deltas. -/
theorem rotGen_apply (p q i j : n) :
    rotGen p q i j =
      (if p = i then 1 else 0) * (if q = j then 1 else 0)
        - (if q = i then 1 else 0) * (if p = j then 1 else 0) := by
  have h : ∀ a b : n, Matrix.single a b (1 : ℝ) i j =
      (if a = i then 1 else 0) * (if b = j then 1 else 0) := by
    intro a b
    by_cases h1 : a = i <;> by_cases h2 : b = j <;> simp [h1, h2]
  rw [rotGen, Matrix.sub_apply, h, h]
```

In the theorem below, `hn` says that there are at least three orbitals. `hoff` is the off-diagonal step; its inner claim `hex` finds the third orbital by counting, since $\{i,p\}$ has at most two elements. `hdiag` is the diagonal step. Each `congrFun (congrFun ... )` reads off one entry of the commutation relation, and `simpa` collapses the sums over deltas.

```lean
/-- With at least three orbitals, a real matrix commutes with every generator `E_pq - E_qp`
if and only if it is a scalar multiple of the identity. -/
theorem commutes_generators_iff_scalar (hn : 3 ≤ Fintype.card n) (M : Matrix n n ℝ) :
    (∀ p q, M * rotGen p q = rotGen p q * M) ↔ ∃ c : ℝ, M = c • 1 := by
  constructor
  · intro h
    -- a third orbital removes every off-diagonal entry
    have hoff : ∀ i p, i ≠ p → M i p = 0 := by
      intro i p hip
      have hex : ∃ q, q ∉ ({i, p} : Finset n) := by
        by_contra hc
        have h1 : Fintype.card n ≤ ({i, p} : Finset n).card := by
          rw [← Finset.card_univ]
          refine Finset.card_le_card (fun x _ => ?_)
          by_contra hx
          exact hc ⟨x, hx⟩
        have h2 : ({i, p} : Finset n).card ≤ 2 := Finset.card_le_two
        omega
      obtain ⟨q, hq⟩ := hex
      have hqi : q ≠ i := fun e => hq (by simp [e])
      have hqp : q ≠ p := fun e => hq (by simp [e])
      have e := congrFun (congrFun (h p q) i) q
      simpa [Matrix.mul_apply, rotGen_apply, hip.symm, hqi, hqp.symm] using e
    -- rotating p into q makes the diagonal entries equal
    have hdiag : ∀ p q, M p p = M q q := by
      intro p q
      by_cases hpq : p = q
      · rw [hpq]
      · have e := congrFun (congrFun (h p q) p) q
        simpa [Matrix.mul_apply, rotGen_apply, hpq, Ne.symm hpq] using e
    obtain ⟨o⟩ : Nonempty n := Fintype.card_pos_iff.mp (by omega)
    refine ⟨M o o, ?_⟩
    ext i j
    by_cases hij : i = j
    · subst hij
      simpa using hdiag i o
    · simp [hoff i j hij, hij]
  · rintro ⟨c, rfl⟩ p q
    simp
```

Q: Does that tell me anything about the Lie algebra itself, or only about matrices around it?

A: It gives the centre of $so(n)$. If $A$ is antisymmetric and commutes with all generators, then $A=c\,\mathbb 1$; but $A_{oo}=-A_{oo}$ for any orbital $o$, so $c=0$ and $A=0$.

```lean
/-- With at least three orbitals, an antisymmetric matrix that commutes with every generator
`E_pq - E_qp` is zero. -/
theorem center_trivial (hn : 3 ≤ Fintype.card n) (A : Matrix n n ℝ) (hA : Aᵀ = -A)
    (h : ∀ p q, A * rotGen p q = rotGen p q * A) : A = 0 := by
  obtain ⟨c, hc⟩ := (commutes_generators_iff_scalar hn A).mp h
  obtain ⟨o⟩ : Nonempty n := Fintype.card_pos_iff.mp (by omega)
  have e := congrFun (congrFun hA o) o
  rw [Matrix.transpose_apply, Matrix.neg_apply] at e
  have hco : A o o = c := by rw [hc]; simp
  have h0 : c = 0 := by linarith
  rw [hc, h0, zero_smul]
```

The model could have used the Lie algebra of antisymmetric matrices as a type with its own bracket. This corollary would then be a statement about its centre directly. The main theorem would still need the surrounding matrix algebra, because $M$ may have a symmetric part.

Q: In a calculation I apply finite rotations, not generators. Why should the group version follow?

A: Because the quarter turns already suffice. Fix $p\ne q$ and write $G=G_{pq}$ and $R=\mathbb 1+G+G^2$. From $G^T=-G$ and $G^3=-G$, hence $G^4=-G^2$,
$$R^TR=(\mathbb 1-G+G^2)(\mathbb 1+G+G^2)=\mathbb 1+G^2+G^4=\mathbb 1.$$
For the determinant, $R(\mathbb 1-G)=\mathbb 1-G^3=\mathbb 1+G$. The matrix $\mathbb 1+G$ is the transpose of $\mathbb 1-G$, so the two have equal determinants. That determinant is nonzero, since
$$(\mathbb 1-G)(\mathbb 1+G)(2\cdot\mathbb 1+G^2)=2\cdot\mathbb 1-G^2-G^4=2\cdot\mathbb 1.$$
Cancelling it leaves $\det R=1$.

In the code, `hT` and `h3` are the two facts about $G$, and `h4` is the fourth power. After `generalize`, only those facts are used. The calls to `linear_combination` with `noncomm_ring` check the matrix identities without assuming that products commute.

```lean
/-- For two different orbitals, `1 + G + G²` is a rotation: it is orthogonal and has
determinant one. -/
theorem quarterTurn_rotation (p q : n) (hpq : p ≠ q) :
    (quarterTurn p q)ᵀ * quarterTurn p q = 1 ∧ (quarterTurn p q).det = 1 := by
  have hT : (rotGen p q)ᵀ = -rotGen p q := by
    ext i j
    simp only [Matrix.transpose_apply, Matrix.neg_apply, rotGen_apply]
    ring
  have h3 : rotGen p q * rotGen p q * rotGen p q = -rotGen p q := by
    simp [rotGen, mul_sub, sub_mul, hpq, hpq.symm]
    abel
  unfold quarterTurn
  generalize rotGen p q = G at hT h3 ⊢
  have h4 : G * G * G * G = -(G * G) := by rw [h3, neg_mul]
  constructor
  · rw [Matrix.transpose_add, Matrix.transpose_add, Matrix.transpose_mul,
      Matrix.transpose_one, hT]
    linear_combination (norm := noncomm_ring) h4
  · -- Cayley form: the rotation carries 1 - G to 1 + G, its transpose
    have hc : (1 + G + G * G) * (1 - G) = 1 + G := by
      linear_combination (norm := noncomm_ring) (-1 : ℤ) • h3
    have hdet : (1 + G).det = (1 - G).det := by
      rw [← Matrix.det_transpose (1 - G), Matrix.transpose_sub, Matrix.transpose_one, hT,
        sub_neg_eq_add]
    have hinv : (1 - G) * ((1 + G) * (1 + 1 + G * G)) = (2 : ℝ) • 1 := by
      rw [two_smul]
      linear_combination (norm := noncomm_ring) (-1 : ℤ) • h4
    have hne : (1 - G).det ≠ 0 := by
      intro h0
      have e := congrArg Matrix.det hinv
      rw [Matrix.det_mul, h0, zero_mul, Matrix.det_smul, Matrix.det_one, mul_one] at e
      exact pow_ne_zero _ (two_ne_zero) e.symm
    have e := congrArg Matrix.det hc
    rw [Matrix.det_mul, hdet] at e
    exact mul_right_cancel₀ hne (e.trans (one_mul _).symm)
```

Exchanging $p$ and $q$ changes $G$ to $-G$ and leaves $G^2$ alone, so the two opposite quarter turns differ by $2G$. If $M$ commutes with both, it commutes with $2G$ and hence with $G$. This is `h1 - h2` in the next proof, which then calls the generator theorem.

```lean
/-- With at least three orbitals, a real matrix commutes with every rotation in `SO(n)`
if and only if it is a scalar multiple of the identity. -/
theorem commutes_rotations_iff_scalar (hn : 3 ≤ Fintype.card n) (M : Matrix n n ℝ) :
    (∀ R : Matrix n n ℝ, Rᵀ * R = 1 → R.det = 1 → M * R = R * M) ↔
      ∃ c : ℝ, M = c • 1 := by
  constructor
  · intro h
    refine (commutes_generators_iff_scalar hn M).mp (fun p q => ?_)
    by_cases hpq : p = q
    · subst hpq
      simp [rotGen]
    · -- opposite quarter turns differ by twice the generator
      have r1 := quarterTurn_rotation p q hpq
      have r2 := quarterTurn_rotation q p (Ne.symm hpq)
      have h1 := h _ r1.1 r1.2
      have h2 := h _ r2.1 r2.2
      have hswap : rotGen q p = -rotGen p q := by simp [rotGen]
      unfold quarterTurn at h1 h2
      rw [hswap] at h2
      have h3 : (2 : ℝ) • (M * rotGen p q) = (2 : ℝ) • (rotGen p q * M) := by
        rw [two_smul, two_smul]
        linear_combination (norm := noncomm_ring) h1 - h2
      exact smul_right_injective (Matrix n n ℝ) (two_ne_zero (α := ℝ)) h3
  · rintro ⟨c, rfl⟩ R _ _
    simp
```

Q: Is the condition on `R` really what I mean by an orbital rotation?

A: For real orbitals in an orthonormal basis, yes: `Rᵀ * R = 1` preserves orthonormality, and `R.det = 1` excludes reflections. A nonorthogonal basis would need the overlap matrix in the first condition, and complex unitary rotations are not treated.

Q: And if I drop the requirement of three orbitals?

A: Then the off-diagonal step has no third orbital to use, and $J$ is the counterexample. Write $M$ with rows $(M_{00},M_{01})$ and $(M_{10},M_{11})$. Then $MJ$ has first row $(M_{01},-M_{00})$, while $JM$ has first row $(-M_{10},-M_{11})$. Equality gives $M_{01}=-M_{10}$ and $M_{00}=M_{11}$, that is,
$$M=M_{00}\,\mathbb 1+M_{10}\,J.$$
Conversely, every antisymmetric $2\times2$ matrix is $A=A_{10}J$, and $J$ commutes with itself, so all such $M$ qualify.

The Lean proof tests the hypothesis on `J` and reads the two entries `e0` and `e1`. In the other direction, `hAJ` writes $A$ as a multiple of $J$.

```lean
/-- For two orbitals, the matrices commuting with all antisymmetric matrices are exactly the
real combinations of the identity and `J`. -/
theorem commutant_two (M : Matrix (Fin 2) (Fin 2) ℝ) :
    (∀ A : Matrix (Fin 2) (Fin 2) ℝ, Aᵀ = -A → M * A = A * M) ↔
      ∃ a b : ℝ, M = a • 1 + b • J := by
  constructor
  · intro h
    have hJ : Jᵀ = -J := by
      ext i j
      fin_cases i <;> fin_cases j <;> simp [J]
    have e := h J hJ
    have e0 := congrFun (congrFun e 0) 0
    have e1 := congrFun (congrFun e 0) 1
    simp [J, Matrix.mul_apply, Fin.sum_univ_succ] at e0 e1
    refine ⟨M 0 0, M 1 0, ?_⟩
    ext i j
    fin_cases i <;> fin_cases j <;> simp [J] <;> linarith
  · rintro ⟨a, b, rfl⟩ A hA
    -- every antisymmetric 2 by 2 matrix is a multiple of J
    have hAJ : A = A 1 0 • J := by
      have e0 := congrFun (congrFun hA 0) 0
      have e1 := congrFun (congrFun hA 1) 1
      have e2 := congrFun (congrFun hA 0) 1
      rw [Matrix.transpose_apply, Matrix.neg_apply] at e0 e1 e2
      ext i j
      fin_cases i <;> fin_cases j <;> simp [J] <;> linarith
    rw [hAJ]
    simp [add_mul, mul_add, smul_smul, mul_comm]
```

Choosing the coefficients $0$ and $1$ shows that $J$ itself commutes. It is not scalar because its entry in row 1, column 0 is one, where $c\,\mathbb 1$ has zero. Since $J$ is antisymmetric and nonzero, the vanishing of the centre fails for two orbitals as well.

```lean
/-- For two orbitals, `J` commutes with all antisymmetric matrices and is not a scalar
multiple of the identity. -/
theorem two_orbitals_counterexample :
    (∀ A : Matrix (Fin 2) (Fin 2) ℝ, Aᵀ = -A → J * A = A * J) ∧
      ¬ ∃ c : ℝ, J = c • 1 := by
  refine ⟨(commutant_two J).mpr ⟨0, 1, by simp⟩, ?_⟩
  rintro ⟨c, hc⟩
  have e := congrFun (congrFun hc 1) 0
  simp [J] at e

end OrbitalRotationCommutant
```

```lean
#print axioms OrbitalRotationCommutant.center_trivial
#print axioms OrbitalRotationCommutant.commutes_rotations_iff_scalar
#print axioms OrbitalRotationCommutant.two_orbitals_counterexample
```

```
'OrbitalRotationCommutant.center_trivial' depends on axioms: [propext, Classical.choice, Quot.sound]
'OrbitalRotationCommutant.commutes_rotations_iff_scalar' depends on axioms: [propext, Classical.choice, Quot.sound]
'OrbitalRotationCommutant.two_orbitals_counterexample' depends on axioms: [propext, Classical.choice, Quot.sound]
```

Q: What does this say about an electronic-structure calculation?

A: Suppose the matrix of an effective one-electron Hamiltonian, real in a finite orthonormal set of at least three real orbitals, keeps the same entries under every rotation of that set. Then it is a constant times the identity, so it gives all those orbitals the same energy and does not couple them. With only two orbitals, a symmetric matrix such as a real Fock matrix still has to be scalar, because $J$ is antisymmetric; the exception matters for matrices that are not symmetric.
